# Large-Z limits of oscillator strengths from Z-expansions of the level energies

If nonrelativistic oscillator strengths along an isoelectronic sequence are extrapolated to large \(Z\) as though they all levelled off at nonzero values, the transitions between levels with the same \(Z^2\) energy coefficient come out wrong, because their strengths tend to zero. The theorems below give the limits in both cases, assuming that each energy is \(aZ^2+bZ\) up to a bounded remainder and that the squared dipole matrix element, multiplied by \(Z^2\), converges.

```lean
import Mathlib

open Filter Topology

namespace IsoelectronicScaling

noncomputable section

/-- The level energy `E`, as a function of the nuclear charge `Z`, equals `a Z² + b Z` up to a
remainder that stays bounded for large `Z`. -/
def HasZExpansion (E : ℝ → ℝ) (a b : ℝ) : Prop :=
  ∃ C : ℝ, ∀ᶠ Z in atTop, |E Z - (a * Z ^ 2 + b * Z)| ≤ C

/-- The absorption oscillator strength `f = (2/3) (E₂ - E₁) D` in atomic units, with `D` the
squared dipole matrix element. -/
def oscillatorStrength (E₁ E₂ D : ℝ → ℝ) (Z : ℝ) : ℝ :=
  2 / 3 * (E₂ Z - E₁ Z) * D Z

/-- The spontaneous emission rate `κ (E₂ - E₁)³ D`, with a constant `κ` that collects the
units and the statistical weight. -/
def emissionRate (κ : ℝ) (E₁ E₂ D : ℝ → ℝ) (Z : ℝ) : ℝ :=
  κ * (E₂ Z - E₁ Z) ^ 3 * D Z

variable {E E₁ E₂ D : ℝ → ℝ} {a b a₁ a₂ b₁ b₂ d : ℝ}

/-- The transition energy between two levels has a Z-expansion whose coefficients are the
differences of those of the levels. -/
theorem transition_energy (h₁ : HasZExpansion E₁ a₁ b₁) (h₂ : HasZExpansion E₂ a₂ b₂) :
    HasZExpansion (fun Z => E₂ Z - E₁ Z) (a₂ - a₁) (b₂ - b₁) := by
  obtain ⟨C₁, h₁⟩ := h₁
  obtain ⟨C₂, h₂⟩ := h₂
  refine ⟨C₁ + C₂, ?_⟩
  filter_upwards [h₁, h₂] with Z k₁ k₂
  rw [abs_le] at k₁ k₂ ⊢
  constructor <;> linarith [k₁.1, k₁.2, k₂.1, k₂.2]

/-- Once the term `a Z²` is removed, the energy divided by `Z` tends to `b`. -/
theorem linear_coefficient (h : HasZExpansion E a b) :
    Tendsto (fun Z => (E Z - a * Z ^ 2) / Z) atTop (𝓝 b) := by
  obtain ⟨C, hC⟩ := h
  -- the bounded remainder, divided by Z, tends to zero
  have hr : Tendsto (fun Z => (E Z - (a * Z ^ 2 + b * Z)) / Z) atTop (𝓝 0) := by
    have hCZ : Tendsto (fun Z : ℝ => C / Z) atTop (𝓝 0) :=
      tendsto_const_nhds.div_atTop tendsto_id
    refine squeeze_zero_norm' ?_ hCZ
    filter_upwards [hC, eventually_gt_atTop (0 : ℝ)] with Z hZ hpos
    rw [Real.norm_eq_abs, abs_div, abs_of_pos hpos]
    gcongr
  have h := hr.add_const b
  rw [zero_add] at h
  refine h.congr' ?_
  filter_upwards [eventually_gt_atTop (0 : ℝ)] with Z hpos
  have hZ : Z ≠ 0 := hpos.ne'
  field_simp
  ring

/-- The energy divided by `Z²` tends to `a`. -/
theorem quadratic_coefficient (h : HasZExpansion E a b) :
    Tendsto (fun Z => E Z / Z ^ 2) atTop (𝓝 a) := by
  have h := ((linear_coefficient h).mul tendsto_inv_atTop_zero).add_const a
  rw [mul_zero, zero_add] at h
  refine h.congr' ?_
  filter_upwards [eventually_gt_atTop (0 : ℝ)] with Z hpos
  have hZ : Z ≠ 0 := hpos.ne'
  field_simp
  ring

/-- Isoelectronic scaling of oscillator strengths: if `Z² D` tends to `d`, then `f` tends to
`(2/3) (a₂ - a₁) d`, and if moreover `a₁ = a₂`, then `Z f` tends to `(2/3) (b₂ - b₁) d`. -/
theorem oscillatorStrength_scaling (h₁ : HasZExpansion E₁ a₁ b₁)
    (h₂ : HasZExpansion E₂ a₂ b₂) (hD : Tendsto (fun Z => Z ^ 2 * D Z) atTop (𝓝 d)) :
    Tendsto (oscillatorStrength E₁ E₂ D) atTop (𝓝 (2 / 3 * (a₂ - a₁) * d)) ∧
    (a₁ = a₂ → Tendsto (fun Z => Z * oscillatorStrength E₁ E₂ D Z) atTop
      (𝓝 (2 / 3 * (b₂ - b₁) * d))) := by
  have hE := transition_energy h₁ h₂
  constructor
  · -- f is the product of (E₂ - E₁) / Z² and Z² D
    have h := ((quadratic_coefficient hE).mul hD).const_mul (2 / 3)
    rw [← mul_assoc] at h
    refine h.congr' ?_
    filter_upwards [eventually_gt_atTop (0 : ℝ)] with Z hpos
    have hZ : Z ≠ 0 := hpos.ne'
    simp only [oscillatorStrength]
    field_simp
  · -- Z f is the product of (E₂ - E₁) / Z and Z² D
    intro ha
    subst ha
    have h := ((linear_coefficient hE).mul hD).const_mul (2 / 3)
    rw [← mul_assoc] at h
    refine h.congr' ?_
    filter_upwards [eventually_gt_atTop (0 : ℝ)] with Z hpos
    have hZ : Z ≠ 0 := hpos.ne'
    simp only [oscillatorStrength, sub_self, zero_mul, sub_zero]
    field_simp

/-- When `Z² D` has a nonzero limit `d`, the product `Z f` has a finite limit exactly if the two
levels share the same coefficient of `Z²`. -/
theorem inverse_Z_decay_iff (h₁ : HasZExpansion E₁ a₁ b₁) (h₂ : HasZExpansion E₂ a₂ b₂)
    (hD : Tendsto (fun Z => Z ^ 2 * D Z) atTop (𝓝 d)) (hd : d ≠ 0) :
    (∃ L, Tendsto (fun Z => Z * oscillatorStrength E₁ E₂ D Z) atTop (𝓝 L)) ↔ a₁ = a₂ := by
  have hs := oscillatorStrength_scaling h₁ h₂ hD
  refine ⟨?_, fun ha => ⟨_, hs.2 ha⟩⟩
  rintro ⟨L, hL⟩
  -- a finite limit of Z f forces f itself to tend to zero
  have h0 : Tendsto (oscillatorStrength E₁ E₂ D) atTop (𝓝 (L * 0)) := by
    refine (hL.mul tendsto_inv_atTop_zero).congr' ?_
    filter_upwards [eventually_gt_atTop (0 : ℝ)] with Z hpos
    have hZ : Z ≠ 0 := hpos.ne'
    field_simp
  have hu := tendsto_nhds_unique hs.1 h0
  have hp : (a₂ - a₁) * d = 0 := by linear_combination (3 / 2) * hu
  rcases mul_eq_zero.mp hp with h | h
  · linarith
  · exact absurd h hd

/-- If `Z² D = d + d₁/Z` up to terms smaller than `1/Z`, then the coefficient of `1/Z` in the
oscillator strength is `(2/3) ((a₂ - a₁) d₁ + (b₂ - b₁) d)`. -/
theorem oscillatorStrength_first_correction {d₁ : ℝ} (h₁ : HasZExpansion E₁ a₁ b₁)
    (h₂ : HasZExpansion E₂ a₂ b₂)
    (hD : Tendsto (fun Z => Z * (Z ^ 2 * D Z - d)) atTop (𝓝 d₁)) :
    Tendsto (fun Z => Z * (oscillatorStrength E₁ E₂ D Z - 2 / 3 * (a₂ - a₁) * d)) atTop
      (𝓝 (2 / 3 * ((a₂ - a₁) * d₁ + (b₂ - b₁) * d))) := by
  have hE := transition_energy h₁ h₂
  -- one part comes from the dipole factor, the other from the transition energy
  have h := (((quadratic_coefficient hE).mul hD).add
    ((linear_coefficient hE).mul_const d)).const_mul (2 / 3)
  refine h.congr' ?_
  filter_upwards [eventually_gt_atTop (0 : ℝ)] with Z hpos
  have hZ : Z ≠ 0 := hpos.ne'
  simp only [oscillatorStrength]
  field_simp
  ring

/-- The emission rate divided by `Z⁴` tends to `κ (a₂ - a₁)³ d`; if `a₁ = a₂`, the rate divided
by `Z` tends to `κ (b₂ - b₁)³ d`. -/
theorem emissionRate_scaling (κ : ℝ) (h₁ : HasZExpansion E₁ a₁ b₁)
    (h₂ : HasZExpansion E₂ a₂ b₂) (hD : Tendsto (fun Z => Z ^ 2 * D Z) atTop (𝓝 d)) :
    Tendsto (fun Z => emissionRate κ E₁ E₂ D Z / Z ^ 4) atTop (𝓝 (κ * (a₂ - a₁) ^ 3 * d)) ∧
    (a₁ = a₂ → Tendsto (fun Z => emissionRate κ E₁ E₂ D Z / Z) atTop
      (𝓝 (κ * (b₂ - b₁) ^ 3 * d))) := by
  have hE := transition_energy h₁ h₂
  constructor
  · have h := (((quadratic_coefficient hE).pow 3).const_mul κ).mul hD
    refine h.congr' ?_
    filter_upwards [eventually_gt_atTop (0 : ℝ)] with Z hpos
    have hZ : Z ≠ 0 := hpos.ne'
    simp only [emissionRate]
    field_simp
  · intro ha
    subst ha
    have h := (((linear_coefficient hE).pow 3).const_mul κ).mul hD
    refine h.congr' ?_
    filter_upwards [eventually_gt_atTop (0 : ℝ)] with Z hpos
    have hZ : Z ≠ 0 := hpos.ne'
    simp only [emissionRate, sub_self, zero_mul, sub_zero]
    field_simp

end

end IsoelectronicScaling
```

```lean
#print axioms IsoelectronicScaling.inverse_Z_decay_iff
#print axioms IsoelectronicScaling.oscillatorStrength_first_correction
#print axioms IsoelectronicScaling.emissionRate_scaling
```

```
'IsoelectronicScaling.inverse_Z_decay_iff' depends on axioms: [propext, Classical.choice, Quot.sound]
'IsoelectronicScaling.oscillatorStrength_first_correction' depends on axioms: [propext, Classical.choice, Quot.sound]
'IsoelectronicScaling.emissionRate_scaling' depends on axioms: [propext, Classical.choice, Quot.sound]
```

## Energies and dipoles along the sequence

An isoelectronic sequence keeps the number of electrons fixed while the nuclear charge \(Z\) grows. In the nonrelativistic problem, the electron–nucleus attraction and the kinetic energy give hydrogenic energies proportional to \(Z^2\), and the electron repulsion enters first at order \(Z\). `HasZExpansion E a b` expresses this as

\[
|E(Z)-(aZ^2+bZ)|\le C \quad\text{for all sufficiently large } Z,
\]

with some constant \(C\). Here \(a\) is the hydrogenic coefficient and \(b\) stands for the first-order effect of the repulsion.

In atomic units, the absorption oscillator strength is

\[
f(Z)=\tfrac23\,(E_2(Z)-E_1(Z))\,D(Z),
\]

where \(D\) is the squared dipole matrix element, with any sums or averages over degenerate states already included. Hydrogenic orbitals shrink as \(1/Z\), so a dipole matrix element also scales as \(1/Z\), and \(Z^2D(Z)\) can be expected to approach a constant \(d\). The hypothesis `hD` states that it does.

Both the energy expansion and the dipole limit are assumed, not derived from a Hamiltonian. The charge is a real variable tending to infinity, and the functions need not come from an actual atom. Relativistic corrections to the energy grow as \(Z^4\), so the limits describe the nonrelativistic model and not real ions of very high charge.

## Two scaling laws from one product

Write \(\Delta E=E_2-E_1\), \(A=a_2-a_1\) and \(B=b_2-b_1\). Subtracting the two expansions gives

\[
\Delta E=AZ^2+BZ+r,\qquad |r|\le C_1+C_2
\]

for large \(Z\), where \(C_1\) and \(C_2\) bound the two remainders. Since \(r/Z\to0\),

\[
\frac{\Delta E-AZ^2}{Z}=B+\frac rZ\to B,
\qquad
\frac{\Delta E}{Z^2}=A+\frac1Z\cdot\frac{\Delta E-AZ^2}{Z}\to A.
\]

The powers of \(Z\) can now be shared between the energy and the dipole factor:

\[
f=\frac23\,\frac{\Delta E}{Z^2}\,(Z^2D)\to\frac23Ad.
\]

This holds for every \(A\), including zero. When \(A=0\), it says only that \(f\to0\). The next order gives a sharper limit, which fixes the rate of decay when \(Bd\ne0\):

\[
Zf=\frac23\,\frac{\Delta E}{Z}\,(Z^2D)\to\frac23Bd.
\]

These are the two parts of `oscillatorStrength_scaling`. In the lithium sequence, \(2s\) and \(2p\) share the same \(a\), so the second law applies to \(2s\to2p\). For \(2s\to3p\), \(A=\frac18-\frac1{18}=\frac5{72}\), and the first law applies.

If \(d\ne0\), the converse holds too. Suppose \(Zf\) has a finite limit \(L\). Then \(f=(Zf)/Z\to0\), while the first law gives \(f\to\frac23Ad\). Limits are unique, so \(Ad=0\) and hence \(A=0\). This is `inverse_Z_decay_iff`. The condition on \(d\) matters: when \(d=0\), as for a transition forbidden between the hydrogenic states, \(Zf\) may converge even though \(A\ne0\).

## The first correction and the emission rate

Suppose that the dipole factor is known to one more order, \(Z(Z^2D-d)\to d_1\). The exact identity

\[
Z\left(f-\tfrac23Ad\right)
=\frac23\left[\frac{\Delta E}{Z^2}\,Z(Z^2D-d)
+\frac{\Delta E-AZ^2}{Z}\,d\right]
\]

then gives the limit \(\frac23(Ad_1+Bd)\), the \(1/Z\) coefficient in `oscillatorStrength_first_correction`. The first term comes from the change in the dipole factor and the second from the change in the transition energy.

For the spontaneous emission rate \(R=\kappa(\Delta E)^3D\), the constant \(\kappa\) collects the units and the statistical weight. The same division of powers gives

\[
\frac{R}{Z^4}=\kappa\left(\frac{\Delta E}{Z^2}\right)^3(Z^2D)\to\kappa A^3d,
\]

and, when \(A=0\),

\[
\frac RZ=\kappa\left(\frac{\Delta E}{Z}\right)^3(Z^2D)\to\kappa B^3d.
\]

`emissionRate_scaling` states both limits. It assumes the two energy expansions and \(Z^2D\to d\), but not the next-order condition on \(D\) used for the first correction.

## How the Lean proofs follow the algebra

`transition_energy` subtracts the expansions. It turns each absolute-value bound into two inequalities, which `linarith` combines into the bound \(C_1+C_2\). In `linear_coefficient`, `squeeze_zero_norm'` traps \(|r/Z|\) between zero and \(C/Z\), and adding \(b\) gives the limit. `quadratic_coefficient` multiplies that result by \(1/Z\) and adds \(a\).

The scaling theorems apply these two lemmas to the transition energy and multiply the resulting limits by the dipole limit. Each product must then be identified with the physical quantity. `congr'` allows this to be done for large \(Z\) only, where \(Z>0\), and `field_simp`, with `ring` where needed, checks the identity. For equal quadratic coefficients, `subst` replaces one by the other, so the \(Z^2\) term cancels. The converse uses `tendsto_nhds_unique` to compare the two limits of \(f\).

## Polarizability contributions

The same argument applies to the contribution \(\frac23D/\Delta E\) of one excited level to the static dipole polarizability of the ground state, although the file does not include this case. If \(A\ne0\), then

\[
Z^4\,\frac{D}{\Delta E}=\frac{Z^2D}{\Delta E/Z^2}\to\frac dA,
\]

while for \(A=0\) and \(B\ne0\), \(Z^3D/\Delta E\to d/B\). In this nonrelativistic model, contributions from levels that share the ground state's \(Z^2\) coefficient therefore fall off more slowly, provided \(d\ne0\).

For electronic-structure calculations on highly charged ions, the oscillator-strength limits offer a consistency check on computed trends, within the range where the nonrelativistic expansion is adequate.
